# Zero-mean averaging within a convex valley of the density of states does not lower the Stoner product

A nonmagnetic metal is unstable towards ferromagnetism in the Stoner picture when $I\,N(E_F)>1$, where $N$ is the density of states per spin, $E_F$ the Fermi energy and $I$ the exchange integral. Computed densities of states are often broadened, so one wants to know which way broadening moves this product. Broadening is modelled here as a finite weighted average: $N(E)$ is replaced by a sum of values $N(E+x_i)$ at shifted energies, with weights $w_i$. The index $i$ runs over a finite type `ι`.

```lean
import Mathlib

open Finset

namespace StonerSmearing

noncomputable section

variable {ι : Type*} [Fintype ι] {w x : ι → ℝ}
```

## Smearing as a finite average

The smeared density of states at a fixed energy $E$ is

$$\bar N(E)=\sum_i w_i\,N(E+x_i).$$

```lean
/-- The smeared density of states at energy `E`: the sum of `N (E + x i)` with weights `w i`. -/
def smear (w x : ι → ℝ) (N : ℝ → ℝ) (E : ℝ) : ℝ := ∑ i, w i * N (E + x i)
```

Its width is measured by $s^2=\sum_i w_i x_i^2$. This is `spread`, a squared energy and not a full width at half maximum.

```lean
/-- The weighted sum of the squared energy shifts. For nonnegative weights that sum to one and a
zero mean shift it is the variance of the shift. -/
def spread (w x : ι → ℝ) : ℝ := ∑ i, w i * x i ^ 2
```

The weights are nonnegative and sum to one, and the mean shift vanishes, so $s^2$ is the variance. Nonnegativity excludes smearing functions with negative lobes, such as higher-order Methfessel–Paxton ones.

```lean
/-- A smearing rule: nonnegative weights that sum to one, with zero mean energy shift. -/
structure IsSmearing (w x : ι → ℝ) : Prop where
  nonneg : ∀ i, 0 ≤ w i
  sum_one : ∑ i, w i = 1
  mean_zero : ∑ i, w i * x i = 0
```

Symmetric broadening satisfies the third condition. Let a permutation $\sigma$ of the indices reverse each shift and keep its weight. Relabelling the sum gives

$$\sum_i w_i x_i=\sum_i w_{\sigma(i)}x_{\sigma(i)}=-\sum_i w_i x_i,$$

so the mean is zero. `Equiv.sum_comp` does the relabelling.

```lean
/-- Nonnegative normalised weights form a smearing rule if they are symmetric, that is, if a
permutation of the shifts reverses every shift and keeps its weight. -/
theorem isSmearing_of_symmetric (σ : Equiv.Perm ι) (h0 : ∀ i, 0 ≤ w i)
    (h1 : ∑ i, w i = 1) (hw : ∀ i, w (σ i) = w i) (hx : ∀ i, x (σ i) = -x i) :
    IsSmearing w x := by
  refine ⟨h0, h1, ?_⟩
  -- relabelling by the permutation changes the sign of the mean
  have h : ∑ i, w (σ i) * x (σ i) = ∑ i, w i * x i :=
    Equiv.sum_comp σ (fun i => w i * x i)
  simp only [hw, hx, mul_neg, Finset.sum_neg_distrib] at h
  linarith
```

For any constants $a,b,c$, the average of a quadratic function of the shift is therefore

$$\sum_i w_i(a+bx_i+cx_i^2)=a\cdot 1+b\cdot 0+c\,s^2=a+c\,s^2.$$

```lean
/-- For a smearing rule, the average of `a + b * x i + c * x i ^ 2` is `a + c * spread w x`: the
linear term drops out. -/
theorem average_quadratic (hw : IsSmearing w x) (a b c : ℝ) :
    ∑ i, w i * (a + b * x i + c * x i ^ 2) = a + c * spread w x := by
  have e : ∑ i, w i * (a + b * x i + c * x i ^ 2)
      = a * ∑ i, w i + b * ∑ i, w i * x i + c * ∑ i, w i * x i ^ 2 := by
    simp only [Finset.mul_sum, ← Finset.sum_add_distrib]
    exact Finset.sum_congr rfl (fun i _ => by ring)
  rw [e, hw.sum_one, hw.mean_zero, spread]
  ring
```

## A parabola below the density of states

Let $S$ be an energy window on which $N''\ge m$, and let $E,y\in S$. For $a<b$ in $S$, the mean value theorem applied to $N'$ gives an intermediate $c$ with

$$N'(b)-N'(a)=N''(c)(b-a)\ge m(b-a).$$

Now subtract the linear and quadratic terms of the touching parabola:

$$g(t)=N(t)-N'(E)(t-E)-\tfrac m2(t-E)^2,\qquad g'(t)=N'(t)-N'(E)-m(t-E).$$

By the slope estimate, $g'\ge0$ to the right of $E$ and $g'\le0$ to the left. A second use of the mean value theorem gives $g(y)\ge g(E)=N(E)$ on either side, that is,

$$N(y)\ge N(E)+N'(E)(y-E)+\tfrac m2(y-E)^2.$$

In Lean, `N'` and `N''` are separate functions, tied to `N` by `HasDerivAt` at every point of `S`; continuity of `N''` is not required. `S.OrdConnected` says that the window contains every energy between two of its members, which keeps the intermediate points inside it. The proof establishes `slope`, then the derivative `hg` of $g$, and then treats $E<y$, $E=y$ and $y<E$ in turn.

```lean
variable {N N' N'' : ℝ → ℝ} {S : Set ℝ} {E : ℝ}

/-- If the curvature of `N` is at least `m` on an energy window, then `N` lies there on or above the
parabola of curvature `m` that touches it at a point `E` of the window. -/
theorem parabola_le {m y : ℝ} (hS : S.OrdConnected)
    (h1 : ∀ e ∈ S, HasDerivAt N (N' e) e) (h2 : ∀ e ∈ S, HasDerivAt N' (N'' e) e)
    (hm : ∀ e ∈ S, m ≤ N'' e) (hE : E ∈ S) (hy : y ∈ S) :
    N E + N' E * (y - E) + m / 2 * (y - E) ^ 2 ≤ N y := by
  -- the slope grows at least at the rate `m`
  have slope : ∀ a ∈ S, ∀ b ∈ S, a < b → m * (b - a) ≤ N' b - N' a := by
    intro a ha b hb hab
    have hsub := hS.out ha hb
    obtain ⟨c, hc, hceq⟩ := exists_hasDerivAt_eq_slope N' N'' hab
      (fun e he => (h2 e (hsub he)).continuousAt.continuousWithinAt)
      (fun e he => h2 e (hsub (Set.Ioo_subset_Icc_self he)))
    have h := hm c (hsub (Set.Ioo_subset_Icc_self hc))
    rw [hceq, le_div_iff₀ (sub_pos.2 hab)] at h
    exact h
  -- the difference between `N` and the parabola, up to a constant
  have hg : ∀ e ∈ S, HasDerivAt
      (fun t => N t - N' E * (t - E) - m / 2 * ((t - E) * (t - E)))
      (N' e - N' E - m * (e - E)) e := by
    intro e he
    have hd : HasDerivAt (fun t : ℝ => t - E) 1 e := (hasDerivAt_id' e).sub_const E
    exact (((h1 e he).fun_sub (hd.const_mul (N' E))).fun_sub
      ((hd.fun_mul hd).const_mul (m / 2))).congr_deriv (by ring)
  rcases lt_trichotomy E y with h | h | h
  · have hsub := hS.out hE hy
    obtain ⟨c, hc, hceq⟩ := exists_hasDerivAt_eq_slope _
      (fun e => N' e - N' E - m * (e - E)) h
      (fun e he => (hg e (hsub he)).continuousAt.continuousWithinAt)
      (fun e he => hg e (hsub (Set.Ioo_subset_Icc_self he)))
    have key : (N' c - N' E - m * (c - E)) * (y - E)
        = (N y - N' E * (y - E) - m / 2 * ((y - E) * (y - E)))
          - (N E - N' E * (E - E) - m / 2 * ((E - E) * (E - E))) :=
      (eq_div_iff (sub_pos.2 h).ne').1 hceq
    have hs := slope E hE c (hsub (Set.Ioo_subset_Icc_self hc)) hc.1
    have hp : 0 ≤ (N' c - N' E - m * (c - E)) * (y - E) :=
      mul_nonneg (by linarith) (by linarith)
    rw [key] at hp
    nlinarith [hp]
  · subst h
    simp
  · have hsub := hS.out hy hE
    obtain ⟨c, hc, hceq⟩ := exists_hasDerivAt_eq_slope _
      (fun e => N' e - N' E - m * (e - E)) h
      (fun e he => (hg e (hsub he)).continuousAt.continuousWithinAt)
      (fun e he => hg e (hsub (Set.Ioo_subset_Icc_self he)))
    have key : (N' c - N' E - m * (c - E)) * (E - y)
        = (N E - N' E * (E - E) - m / 2 * ((E - E) * (E - E)))
          - (N y - N' E * (y - E) - m / 2 * ((y - E) * (y - E))) :=
      (eq_div_iff (sub_pos.2 h).ne').1 hceq
    have hs := slope c (hsub (Set.Ioo_subset_Icc_self hc)) E hE hc.2
    have hp : 0 ≤ (-(N' c - N' E - m * (c - E))) * (E - y) :=
      mul_nonneg (by linarith) (by linarith)
    rw [neg_mul, key] at hp
    nlinarith [hp]
```

## Bounds on the smeared value

Suppose that $E$ and all $E+x_i$ lie in $S$. Put $y=E+x_i$, multiply by $w_i\ge0$ and sum. The term in $N'(E)$ averages to zero, leaving

$$\bar N(E)-N(E)\ge\tfrac m2 s^2.$$

The curvature bound is assumed across the whole window, not only at $E$. To see the difference, take $N(e)=1+e^2-e^4$ in dimensionless units for $|e|\le1.2$, where it is positive, with $E=0$ and shifts $\pm1.1$ of weight $\tfrac12$ each. Then $N''(0)=2>0$, yet the smeared value is $0.7459$, below $N(0)=1$. Positive curvature at $E$ alone is thus not enough.

```lean
/-- If the curvature of `N` is at least `m` on a window that contains `E` and all shifted energies,
the smeared value minus `N E` is at least `m / 2` times the variance. -/
theorem smear_lower {m : ℝ} (hw : IsSmearing w x) (hS : S.OrdConnected)
    (h1 : ∀ e ∈ S, HasDerivAt N (N' e) e) (h2 : ∀ e ∈ S, HasDerivAt N' (N'' e) e)
    (hm : ∀ e ∈ S, m ≤ N'' e) (hE : E ∈ S) (hx : ∀ i, E + x i ∈ S) :
    m / 2 * spread w x ≤ smear w x N E - N E := by
  have hi : ∀ i, w i * (N E + N' E * x i + m / 2 * x i ^ 2) ≤ w i * N (E + x i) := by
    intro i
    have h := parabola_le hS h1 h2 hm hE (hx i)
    rw [add_sub_cancel_left] at h
    exact mul_le_mul_of_nonneg_left h (hw.nonneg i)
  have hsum := Finset.sum_le_sum (fun i (_ : i ∈ Finset.univ) => hi i)
  rw [average_quadratic hw] at hsum
  unfold smear
  linarith
```

If instead $N''\le M$ on $S$, then $-N$ has curvature at least $-M$. The lower bound for $-N$ reads $-\bar N(E)+N(E)\ge-\tfrac M2s^2$, and a change of sign gives

$$\bar N(E)-N(E)\le\tfrac M2 s^2.$$

```lean
/-- If the curvature of `N` is at most `M` on a window that contains `E` and all shifted energies,
the smeared value minus `N E` is at most `M / 2` times the variance. -/
theorem smear_upper {M : ℝ} (hw : IsSmearing w x) (hS : S.OrdConnected)
    (h1 : ∀ e ∈ S, HasDerivAt N (N' e) e) (h2 : ∀ e ∈ S, HasDerivAt N' (N'' e) e)
    (hM : ∀ e ∈ S, N'' e ≤ M) (hE : E ∈ S) (hx : ∀ i, E + x i ∈ S) :
    smear w x N E - N E ≤ M / 2 * spread w x := by
  -- apply the lower bound to the inverted density of states
  have h : -M / 2 * spread w x ≤ smear w x (fun e => -N e) E - -N E :=
    smear_lower (N := fun e => -N e) (N' := fun e => -N' e) (N'' := fun e => -N'' e)
      hw hS (fun e he => (h1 e he).fun_neg) (fun e he => (h2 e he).fun_neg)
      (fun e he => neg_le_neg (hM e he)) hE hx
  have hn : smear w x (fun e => -N e) E = -smear w x N E := by simp [smear]
  rw [hn] at h
  linarith
```

## Valleys and peaks

The constant $I\ge0$ stands for the exchange interaction that favours parallel spins. It is given, not derived, and smearing leaves it unchanged. In a valley with $0\le N''\le K$, the two bounds with $m=0$ and $M=K$, multiplied by $I$, yield

$$I\,N(E)\le I\,\bar N(E)\le I\left(N(E)+\tfrac K2s^2\right).$$

Both derivatives must exist throughout $S$, so the kinks, steps and divergences of $N$ at van Hove singularities have to lie outside the window. This holds for valleys and peaks alike.

```lean
/-- In a valley, where `0 ≤ N'' ≤ K` on a window containing `E` and all shifted energies,
smearing never lowers the Stoner product `I * N E` with `I ≥ 0`, and raises it by at most
`I * K / 2` times the variance. -/
theorem stoner_valley {I K : ℝ} (hI : 0 ≤ I) (hw : IsSmearing w x) (hS : S.OrdConnected)
    (h1 : ∀ e ∈ S, HasDerivAt N (N' e) e) (h2 : ∀ e ∈ S, HasDerivAt N' (N'' e) e)
    (h0 : ∀ e ∈ S, 0 ≤ N'' e) (hK : ∀ e ∈ S, N'' e ≤ K)
    (hE : E ∈ S) (hx : ∀ i, E + x i ∈ S) :
    I * N E ≤ I * smear w x N E ∧
      I * smear w x N E ≤ I * (N E + K / 2 * spread w x) := by
  have hl := smear_lower hw hS h1 h2 h0 hE hx
  have hu := smear_upper hw hS h1 h2 hK hE hx
  exact ⟨mul_le_mul_of_nonneg_left (by linarith) hI,
    mul_le_mul_of_nonneg_left (by linarith) hI⟩
```

Where $N''\le0$ on the window, the upper bound with $M=0$ gives $I\,\bar N(E)\le I\,N(E)$: smearing does not raise the product at a peak.

```lean
/-- At a peak, where `N'' ≤ 0` on a window containing `E` and all shifted energies, smearing
never raises the Stoner product `I * N E` with `I ≥ 0`. -/
theorem stoner_peak {I : ℝ} (hI : 0 ≤ I) (hw : IsSmearing w x) (hS : S.OrdConnected)
    (h1 : ∀ e ∈ S, HasDerivAt N (N' e) e) (h2 : ∀ e ∈ S, HasDerivAt N' (N'' e) e)
    (h0 : ∀ e ∈ S, N'' e ≤ 0) (hE : E ∈ S) (hx : ∀ i, E + x i ∈ S) :
    I * smear w x N E ≤ I * N E := by
  have hu := smear_upper hw hS h1 h2 h0 hE hx
  exact mul_le_mul_of_nonneg_left (by linarith) hI
```

## The width at which a parabolic valley crosses the threshold

Take a valley with its bottom at energy $e_0$, value $n_0$ there and constant curvature $K$:

$$N(e)=n_0+\tfrac K2(e-e_0)^2.$$

```lean
/-- A parabolic density of states with value `n₀` at the energy `e₀` and curvature `K`. -/
def parabolic (n₀ K e₀ e : ℝ) : ℝ := n₀ + K / 2 * (e - e₀) ^ 2
```

Expanding about any energy $E$ gives

$$N(E+x_i)=N(E)+K(E-e_0)x_i+\tfrac K2x_i^2,$$

and averaging gives $\bar N(E)=N(E)+\tfrac K2s^2$ exactly. The upper bound is attained. The proof applies `average_quadratic` with these three coefficients.

```lean
/-- For a parabolic density of states smearing adds exactly `K / 2` times the variance at
every energy. -/
theorem smear_parabolic (hw : IsSmearing w x) (n₀ K e₀ E : ℝ) :
    smear w x (parabolic n₀ K e₀) E = parabolic n₀ K e₀ E + K / 2 * spread w x := by
  rw [← average_quadratic hw (parabolic n₀ K e₀ E) (K * (E - e₀)) (K / 2)]
  unfold smear parabolic
  exact Finset.sum_congr rfl (fun i _ => by ring)
```

Let the Fermi energy lie at the bottom of the valley, where $N(e_0)=n_0$. For $I>0$ and $K>0$,

$$1<I\left(n_0+\tfrac K2s^2\right)\iff s^2>\frac{2(1-In_0)}{IK}.$$

If $In_0<1$, the unsmeared product is below threshold, and smearing takes it above one once $s$ exceeds the square root of the right-hand side. If $In_0>1$, the right-hand side is negative and every width qualifies. In Lean, `div_lt_iff₀` clears the positive denominator $IK$.

```lean
/-- At the bottom of a parabolic valley, with `I > 0` and `K > 0`, the smeared Stoner product
exceeds one exactly when the variance exceeds `2 * (1 - I * n₀) / (I * K)`. -/
theorem smeared_stoner_threshold {I K : ℝ} (hI : 0 < I) (hK : 0 < K)
    (hw : IsSmearing w x) (n₀ e₀ : ℝ) :
    1 < I * smear w x (parabolic n₀ K e₀) e₀ ↔
      2 * (1 - I * n₀) / (I * K) < spread w x := by
  have hb : parabolic n₀ K e₀ e₀ = n₀ := by simp [parabolic]
  rw [smear_parabolic hw, hb, div_lt_iff₀ (mul_pos hI hK)]
  constructor <;> intro h <;> nlinarith [h]

end

end StonerSmearing
```

For electronic-structure work, this means that a Stoner estimate from a broadened density of states can signal an instability that the unbroadened one does not, in the model of a parabolic valley sampled by finitely many shifts at a fixed energy. Two things are not treated here: continuous Gaussian or Fermi–Dirac broadening, whose tails reach beyond any bounded valley, and the shift of the Fermi energy that broadening can cause.

```lean
#print axioms StonerSmearing.isSmearing_of_symmetric
-- 'StonerSmearing.isSmearing_of_symmetric' depends on axioms: [propext, Classical.choice, Quot.sound]
#print axioms StonerSmearing.stoner_valley
-- 'StonerSmearing.stoner_valley' depends on axioms: [propext, Classical.choice, Quot.sound]
#print axioms StonerSmearing.stoner_peak
-- 'StonerSmearing.stoner_peak' depends on axioms: [propext, Classical.choice, Quot.sound]
#print axioms StonerSmearing.smeared_stoner_threshold
-- 'StonerSmearing.smeared_stoner_threshold' depends on axioms: [propext, Classical.choice, Quot.sound]
```
